# For two driven matrices with a central commutator, two Magnus terms give an exact propagator

To propagate under a generator $A(t)=f(t)X+g(t)Y$, a code can compute three scalar integrals (one of each drive, and the nested integral $\varphi$ defined below) and take one matrix exponential at the final time, instead of multiplying many short steps. This is exact for finite complex matrices $X,Y$ if $C=[X,Y]=XY-YX$ commutes with both and the real drives $f,g$ are continuous. Such models can test the first two terms of a Magnus integrator, but not the later ones, which vanish here.

In quantum dynamics $A=-iH/\hbar$. The condition on $C$ imitates the linearly driven harmonic oscillator in the interaction picture, where the generator is a time-dependent combination of $x$ and $p$ and $[x,p]$ is a number, but that infinite-dimensional system is not covered. For finite anti-Hermitian $X,Y$ the condition even forces $C=0$: $C$ is then anti-Hermitian too, so $\sum_{i,j}|C_{ij}|^2=-\operatorname{tr}(C[X,Y])=-\operatorname{tr}([C,X]Y)=0$. A non-zero $C$ therefore needs matrices that are not both anti-Hermitian, which means that the two matrices $i\hbar X$ and $i\hbar Y$ in $H$ are not both Hermitian.

The finite type `n` labels the basis states, `comm` is the commutator and `drive` is $A(t)$.

```lean
import Mathlib

open NormedSpace
open scoped Matrix.Norms.Operator

namespace MagnusCentralCommutator

noncomputable section

variable {n : Type*} [Fintype n] [DecidableEq n]

/-- The commutator `AB - BA` of two matrices. -/
def comm (A B : Matrix n n ℂ) : Matrix n n ℂ := A * B - B * A

/-- The generator `f(t) X + g(t) Y` with two real drives `f` and `g`. -/
def drive (X Y : Matrix n n ℂ) (f g : ℝ → ℝ) (t : ℝ) : Matrix n n ℂ := f t • X + g t • Y
```

Write $F,G$ for the integrals of $f,g$ from $0$ (`area`), and $\varphi$ for the integral of $fG-gF$ (`phase`). The candidate solution $U$, called `propagator`, is the exponential of $FX+GY+\varphi C/2$.

```lean
/-- The accumulated area of a drive, its integral from `0` to `t`. -/
def area (f : ℝ → ℝ) (t : ℝ) : ℝ := ∫ s in (0 : ℝ)..t, f s

/-- The phase `φ(t)`, the integral of `f G - g F` from `0` to `t`, with `F`, `G` the areas. -/
def phase (f g : ℝ → ℝ) : ℝ → ℝ := area (fun s => f s * area g s - g s * area f s)

/-- The matrix `exp (FX + GY + φ [X, Y] / 2)`. -/
def propagator (X Y : Matrix n n ℂ) (f g : ℝ → ℝ) (t : ℝ) : Matrix n n ℂ :=
  exp (area f t • X + area g t • Y + (phase f g t / 2) • comm X Y)
```

The Magnus terms $\Omega_1$ and $\Omega_2$ are defined for any generator: $\Omega_1$ is its integral, and $\Omega_2$ is half the integral of $[A(s),\Omega_1(s)]$.

```lean
/-- The first Magnus term: the time integral of the generator. -/
def magnusOne (A : ℝ → Matrix n n ℂ) (t : ℝ) : Matrix n n ℂ := ∫ s in (0 : ℝ)..t, A s

/-- The second Magnus term: half the time integral of the commutator of the generator
with its own earlier integral. -/
def magnusTwo (A : ℝ → Matrix n n ℂ) (t : ℝ) : Matrix n n ℂ :=
  (1 / 2 : ℝ) • ∫ s in (0 : ℝ)..t, comm (A s) (magnusOne A s)
```

## (a) Inverting an exponential

Show that $e^{A}e^{-A}=1$ for a fixed matrix $A$.

Since $A$ and $-A$ commute, the exponents add, and $e^0=1$.

```lean
/-- The product of `exp A` and `exp (-A)` is the identity. -/
theorem exp_mul_exp_neg (A : Matrix n n ℂ) : exp A * exp (-A) = 1 := by
  rw [← Matrix.exp_add_of_commute A (-A) (Commute.refl A).neg_right, add_neg_cancel,
    NormedSpace.exp_zero]
```

## (b) A time-dependent coefficient

For a differentiable real function $a$, show that
$$\frac{d}{dt}e^{a(t)A}=a'(t)\,A\,e^{a(t)A}.$$

Differentiating the series gives $\frac{d}{dx}e^{xA}=Ae^{xA}$; the chain rule supplies $a'$.

```lean
/-- Chain rule for the exponential of a fixed matrix with a differentiable real coefficient. -/
theorem hasDerivAt_exp_smul (A : Matrix n n ℂ) {a : ℝ → ℝ} {a' t : ℝ}
    (ha : HasDerivAt a a' t) :
    HasDerivAt (fun s => exp (a s • A)) (a' • (A * exp (a t • A))) t :=
  HasDerivAt.scomp t (hasDerivAt_exp_smul_const' (x := A) (t := a t)) ha
```

## (c) Moving a matrix through an exponential

Let $D=[A,B]$ commute with $A$. Show that $e^{sA}B=(B+sD)e^{sA}$.

Set $W(r)=e^{-rA}(B+rD)e^{rA}$. Then
$$W'(t)=e^{-tA}\bigl([B+tD,A]+D\bigr)e^{tA}=0,$$
because $[B,A]=-D$ and $[D,A]=0$. Hence $W(s)=W(0)=B$; multiply by $e^{sA}$ from the left. The vanishing bracket is `hM`, and `is_const_of_deriv_eq_zero` gives the constancy.

```lean
/-- If `[A, B]` commutes with `A`, moving `B` through `exp (sA)` shifts it by `s [A, B]`. -/
theorem exp_smul_mul (A B : Matrix n n ℂ) (h : Commute A (comm A B)) (s : ℝ) :
    exp (s • A) * B = (B + s • comm A B) * exp (s • A) := by
  -- the back-rotated shifted operator does not depend on the parameter
  have hW : ∀ t : ℝ, HasDerivAt
      (fun r : ℝ => exp (r • (-A)) * (B + r • comm A B) * exp (r • A)) 0 t := by
    intro t
    have h2 := ((hasDerivAt_id' t).smul_const (comm A B)).const_add B
    refine (((hasDerivAt_exp_smul (-A) (hasDerivAt_id' t)).fun_mul h2).fun_mul
      (hasDerivAt_exp_smul A (hasDerivAt_id' t))).congr_deriv ?_
    have hc : exp (t • (-A)) * (-A) = -A * exp (t • (-A)) :=
      ((Commute.refl (-A)).smul_left t).exp_left.eq
    have hM : (B + t • comm A B) * A - A * (B + t • comm A B) + comm A B = 0 := by
      rw [add_mul, mul_add, smul_mul_assoc, mul_smul_comm, h.eq]
      simp only [comm]
      abel
    have key : ∀ P Q M D : Matrix n n ℂ, M * A - A * M + D = 0 →
        (P * (-A) * M + P * D) * Q + P * M * (A * Q) = 0 := by
      intro P Q M D h0
      calc _ = P * (M * A - A * M + D) * Q := by noncomm_ring
        _ = 0 := by rw [h0, mul_zero, zero_mul]
    simp only [one_smul]
    rw [← hc]
    exact key _ _ _ _ hM
  have h0 := is_const_of_deriv_eq_zero (fun t => (hW t).differentiableAt)
    (fun t => (hW t).deriv) s 0
  simp only [zero_smul, add_zero, NormedSpace.exp_zero, one_mul, mul_one] at h0
  have e : exp (s • A) * exp (s • (-A)) = 1 := by
    rw [smul_neg]
    exact exp_mul_exp_neg _
  calc exp (s • A) * B
      = exp (s • A) * (exp (s • (-A)) * (B + s • comm A B) * exp (s • A)) := by rw [h0]
    _ = exp (s • A) * exp (s • (-A)) * ((B + s • comm A B) * exp (s • A)) := by
        simp only [mul_assoc]
    _ = _ := by rw [e, one_mul]
```

## (d) Differentiating an ordered product

From here to (g), $C$ commutes with $X$ and $Y$ (`hX`, `hY`). For differentiable real $a,b,d$ and $P=e^{aX}e^{bY}e^{dC}$, show that
$$P'=\bigl(a'X+b'Y+(d'+ab')C\bigr)P.$$

The product rule gives
$$P'=a'XP+b'e^{aX}Ye^{bY}e^{dC}+d'e^{aX}e^{bY}Ce^{dC}.$$
By (c), $e^{aX}Y=(Y+aC)e^{aX}$, which is `e1`. The matrix $C$ passes both exponentials unchanged (`e2`, `e3`). Collecting terms, done by `module`, gives the result.

```lean
/-- Derivative of the ordered product `exp (aX) exp (bY) exp (dC)` for differentiable real
`a`, `b`, `d`, when `C = [X, Y]` commutes with `X` and `Y`. -/
theorem hasDerivAt_ordered {X Y : Matrix n n ℂ} (hX : Commute X (comm X Y))
    (hY : Commute Y (comm X Y)) {a b d : ℝ → ℝ} {a' b' d' t : ℝ}
    (ha : HasDerivAt a a' t) (hb : HasDerivAt b b' t) (hd : HasDerivAt d d' t) :
    HasDerivAt (fun s => exp (a s • X) * exp (b s • Y) * exp (d s • comm X Y))
      ((a' • X + b' • Y + (d' + a t * b') • comm X Y) *
        (exp (a t • X) * exp (b t • Y) * exp (d t • comm X Y))) t := by
  refine (((hasDerivAt_exp_smul X ha).fun_mul (hasDerivAt_exp_smul Y hb)).fun_mul
    (hasDerivAt_exp_smul (comm X Y) hd)).congr_deriv ?_
  -- move `Y` and `C` to the left of the exponentials
  have e1 : ∀ M, exp (a t • X) * (Y * M) =
      Y * (exp (a t • X) * M) + a t • (comm X Y * (exp (a t • X) * M)) := by
    intro M
    rw [← mul_assoc, exp_smul_mul X Y hX]
    simp only [add_mul, smul_mul_assoc, mul_assoc]
  have e2 : ∀ M, exp (a t • X) * (comm X Y * M) = comm X Y * (exp (a t • X) * M) :=
    fun M => (hX.smul_left (a t)).exp_left.left_comm M
  have e3 : ∀ M, exp (b t • Y) * (comm X Y * M) = comm X Y * (exp (b t • Y) * M) :=
    fun M => (hY.smul_left (b t)).exp_left.left_comm M
  simp only [add_mul, smul_mul_assoc, mul_smul_comm, mul_assoc, e1, e2, e3]
  module
```

## (e) Splitting one exponential into three

For real $p,q,c$, show that
$$e^{pX+qY+cC}=e^{pX}e^{qY}e^{(c-pq/2)C}.$$

Let $Z=pX+qY+cC$ and $P(r)=e^{rpX}e^{rqY}e^{(rc-r^2pq/2)C}$. In (d) the coefficient of $C$ at $r=t$ is $(c-tpq)+tpq=c$, so $P'=ZP$. Thus $e^{-rZ}P(r)$ has zero derivative (`hW`) and equals $1$. At $r=1$, (a) gives $P(1)=e^Z$.

```lean
/-- Disentangling formula: if `C = [X, Y]` commutes with `X` and `Y`, then
`exp (pX + qY + cC) = exp (pX) exp (qY) exp ((c - pq/2) C)`. -/
theorem exp_disentangle {X Y : Matrix n n ℂ} (hX : Commute X (comm X Y))
    (hY : Commute Y (comm X Y)) (p q c : ℝ) :
    exp (p • X + q • Y + c • comm X Y) =
      exp (p • X) * exp (q • Y) * exp ((c - p * q / 2) • comm X Y) := by
  obtain ⟨Z, hZ⟩ : ∃ Z, Z = p • X + q • Y + c • comm X Y := ⟨_, rfl⟩
  rw [← hZ]
  -- the ordered product along the ray `r Z` has the constant generator `Z`
  have hW : ∀ t : ℝ, HasDerivAt (fun r : ℝ => exp (r • (-Z)) * (exp ((r * p) • X) *
      exp ((r * q) • Y) * exp ((r * c - r * p * (r * q) / 2) • comm X Y))) 0 t := by
    intro t
    have hr : ∀ k : ℝ, HasDerivAt (fun r : ℝ => r * k) k t := fun k => hasDerivAt_mul_const k
    have hd : HasDerivAt (fun r : ℝ => r * c - r * p * (r * q) / 2)
        (c - (p * (t * q) + t * p * q) / 2) t :=
      (hr c).fun_sub (((hr p).fun_mul (hr q)).div_const 2)
    refine ((hasDerivAt_exp_smul (-Z) (hasDerivAt_id' t)).fun_mul
      (hasDerivAt_ordered hX hY (hr p) (hr q) hd)).congr_deriv ?_
    have hg : p • X + q • Y +
        (c - (p * (t * q) + t * p * q) / 2 + t * p * q) • comm X Y = Z := by
      rw [hZ]
      module
    have hc : exp (t • (-Z)) * (-Z) = -Z * exp (t • (-Z)) :=
      ((Commute.refl (-Z)).smul_left t).exp_left.eq
    simp only [one_smul, hg]
    rw [← hc]
    simp only [mul_neg, neg_mul, mul_assoc, neg_add_cancel]
  have h1 := is_const_of_deriv_eq_zero (fun t => (hW t).differentiableAt)
    (fun t => (hW t).deriv) 1 0
  simp only [one_mul, zero_mul, one_smul, zero_smul, zero_div, sub_zero,
    NormedSpace.exp_zero, mul_one] at h1
  exact left_inv_eq_right_inv (exp_mul_exp_neg Z) h1
```

## (f) Rates of the integrals

Show that $F'=f$, $G'=g$ and $\varphi'=fG-gF$.

Apply the fundamental theorem of calculus to $f$ and $g$. Then $F$ and $G$ are continuous, so it also applies to $fG-gF$.

```lean
/-- For continuous drives, the areas grow at the rates `f` and `g`, and the phase at the
rate `f G - g F`. -/
theorem hasDerivAt_area_phase {f g : ℝ → ℝ} (hf : Continuous f) (hg : Continuous g) (t : ℝ) :
    HasDerivAt (area f) (f t) t ∧ HasDerivAt (area g) (g t) t ∧
      HasDerivAt (phase f g) (f t * area g t - g t * area f t) t := by
  have key : ∀ h : ℝ → ℝ, Continuous h → ∀ s, HasDerivAt (area h) (h s) s :=
    fun h hh s => (hh.integral_hasStrictDerivAt 0 s).hasDerivAt
  have hc : ∀ h : ℝ → ℝ, Continuous h → Continuous (area h) :=
    fun h hh => continuous_iff_continuousAt.2 fun s => (key h hh s).continuousAt
  exact ⟨key f hf t, key g hg t, key _ ((hf.mul (hc g hg)).sub (hg.mul (hc f hf))) t⟩
```

## (g) The equation of motion

Show that $U(0)=1$ and $U'=(fX+gY)U$.

All integrals vanish at $0$. By (e), $U=e^{FX}e^{GY}e^{dC}$ with $d=(\varphi-FG)/2$, and (f) gives
$$d'=\tfrac12(fG-gF-fG-Fg)=-Fg.$$
The coefficient $d'+Fg$ of $C$ in (d) is therefore zero. In Lean, `hp` is the factorisation and the final `module` performs the cancellation.

```lean
/-- If `[X, Y]` commutes with `X` and `Y` and the drives are continuous, then
`U = exp (FX + GY + φ [X, Y] / 2)` satisfies `U(0) = 1` and `U' = (fX + gY) U`. -/
theorem magnus_propagator {X Y : Matrix n n ℂ} (hX : Commute X (comm X Y))
    (hY : Commute Y (comm X Y)) {f g : ℝ → ℝ} (hf : Continuous f) (hg : Continuous g) :
    propagator X Y f g 0 = 1 ∧
      ∀ t, HasDerivAt (propagator X Y f g) (drive X Y f g t * propagator X Y f g t) t := by
  refine ⟨by simp [propagator, area, phase], fun t => ?_⟩
  obtain ⟨h1, h2, h3⟩ := hasDerivAt_area_phase hf hg t
  have hp : propagator X Y f g = fun s => exp (area f s • X) * exp (area g s • Y) *
      exp ((phase f g s / 2 - area f s * area g s / 2) • comm X Y) :=
    funext fun s => exp_disentangle hX hY _ _ _
  rw [hp]
  refine (hasDerivAt_ordered hX hY h1 h2
    ((h3.div_const 2).fun_sub ((h1.fun_mul h2).div_const 2))).congr_deriv ?_
  -- the phase rate cancels the commutator term
  congr 1
  simp only [drive]
  module
```

## (h) Integrating two drives

For fixed $x,y$ in a complete real normed space, show that
$$\int_0^t(f(s)x+g(s)y)\,ds=F(t)x+G(t)y.$$

Continuity makes both terms integrable; split the integral and take out the constant vectors.

```lean
/-- In a complete real normed space, the integral of `f x + g y` with continuous drives is
`F x + G y`. -/
theorem integral_two_drives {E : Type*} [NormedAddCommGroup E] [NormedSpace ℝ E]
    [CompleteSpace E] {f g : ℝ → ℝ} (hf : Continuous f) (hg : Continuous g) (x y : E) (t : ℝ) :
    ∫ s in (0 : ℝ)..t, (f s • x + g s • y) = area f t • x + area g t • y := by
  have hi : ∀ (h : ℝ → ℝ) (z : E), Continuous h →
      IntervalIntegrable (fun r => h r • z) MeasureTheory.volume 0 t := by
    intro h z hh
    have hc : Continuous (fun r => h r • z) := hh.smul continuous_const
    exact hc.intervalIntegrable _ _
  simp only [area]
  rw [intervalIntegral.integral_add (hi f x hf) (hi g y hg),
    intervalIntegral.integral_smul_const, intervalIntegral.integral_smul_const]
```

## (i) The first two Magnus terms

Show, for any $X,Y$, that $\Omega_1+\Omega_2=FX+GY+\varphi C/2$.

By (h), $\Omega_1=FX+GY$ (`h1`). Next,
$$[fX+gY,\,FX+GY]=(fG-gF)C,$$
which is `h2`; half its integral is $\Omega_2=\varphi C/2$ (`h3`).

With (g), $e^{\Omega_1+\Omega_2}$ solves the equation of motion when $C$ is central. The code does not define later Magnus terms; by the usual nested-commutator argument they vanish, since each contains a commutator with $C$.

```lean
/-- For continuous drives, the first two Magnus terms of `fX + gY` add up to
`FX + GY + φ [X, Y] / 2`. -/
theorem magnus_terms (X Y : Matrix n n ℂ) {f g : ℝ → ℝ} (hf : Continuous f)
    (hg : Continuous g) (t : ℝ) :
    magnusOne (drive X Y f g) t + magnusTwo (drive X Y f g) t =
      area f t • X + area g t • Y + (phase f g t / 2) • comm X Y := by
  have h1 : ∀ s, magnusOne (drive X Y f g) s = area f s • X + area g s • Y := by
    intro s
    simp only [magnusOne, drive]
    exact integral_two_drives hf hg X Y s
  have h2 : ∀ s, comm (drive X Y f g s) (area f s • X + area g s • Y) =
      (f s * area g s - g s * area f s) • comm X Y := by
    intro s
    simp only [comm, drive, add_mul, mul_add, smul_mul_assoc, mul_smul_comm]
    module
  have h3 : magnusTwo (drive X Y f g) t = (1 / 2 : ℝ) • (phase f g t • comm X Y) := by
    simp only [magnusTwo, h1, h2]
    rw [intervalIntegral.integral_smul_const]
    rfl
  rw [h1, h3]
  module
```

## (j) A non-zero example

Number rows and columns $0,1,2$, and let $E_{ij}$ have a single entry $1$ at $(i,j)$. For $X=E_{01}$ and $Y=E_{12}$, show that $C=E_{02}$ and that it commutes with both.

Here $XY=E_{02}$ and $YX=0$. The products $XC$, $CX$, $YC$ and $CY$ all vanish. Lean checks the entries one by one.

```lean
/-- Two explicit 3×3 matrices with a non-zero commutator that commutes with both. -/
theorem central_commutator_witness :
    let X : Matrix (Fin 3) (Fin 3) ℂ := !![0, 1, 0; 0, 0, 0; 0, 0, 0]
    let Y : Matrix (Fin 3) (Fin 3) ℂ := !![0, 0, 0; 0, 0, 1; 0, 0, 0]
    comm X Y = !![0, 0, 1; 0, 0, 0; 0, 0, 0] ∧
      Commute X (comm X Y) ∧ Commute Y (comm X Y) := by
  intro X Y
  have h : comm X Y = !![0, 0, 1; 0, 0, 0; 0, 0, 0] := by
    ext i j
    fin_cases i <;> fin_cases j <;> simp [X, Y, comm]
  refine ⟨h, ?_, ?_⟩
  · rw [h]
    show X * _ = _ * X
    ext i j
    fin_cases i <;> fin_cases j <;> simp [X, Matrix.mul_apply, Fin.sum_univ_succ]
  · rw [h]
    show Y * _ = _ * Y
    ext i j
    fin_cases i <;> fin_cases j <;> simp [Y, Matrix.mul_apply, Fin.sum_univ_succ]

end

end MagnusCentralCommutator
```

```lean
#print axioms MagnusCentralCommutator.magnus_propagator
#print axioms MagnusCentralCommutator.magnus_terms
```

```
'MagnusCentralCommutator.magnus_propagator' depends on axioms: [propext, Classical.choice, Quot.sound]
'MagnusCentralCommutator.magnus_terms' depends on axioms: [propext, Classical.choice, Quot.sound]
```
